# The Obara–Saika formula for (ps|ps), by differentiating (ss|ss)

Two electrons in a molecule repel each other, and in a Gaussian basis their repulsion energy is built from integrals over functions on up to four atoms. If all four functions are s Gaussians, the integral has a closed form. What is it when one function of each electron is a p function?

Electron 1 has exponents a, b > 0 and centres A, B; electron 2 has c, d > 0 and C, D. Since

∂/∂A exp(−a|r−A|²) along u = 2a⟨r−A,u⟩ exp(−a|r−A|²),

differentiating and dividing by 2a gives an unnormalised p function along u. Vectors live in a real inner product space `E`, which is ℝ³ for molecules.

In Lean 4 with Mathlib:

```lean
import Mathlib

open scoped InnerProductSpace ContDiff

namespace ObaraSaikaPSPS

noncomputable section

variable {E : Type*} [NormedAddCommGroup E] [InnerProductSpace ℝ E]
```

Write p = a+b and q = c+d (often ζ and η; p also labels the orbital type). `centre` gives P = (aA+bB)/p, Q = (cC+dD)/q and W = (pP+qQ)/(p+q).

```lean
/-- The exponent-weighted centre `(aA + bB)/(a + b)` of two Gaussians, for `a + b ≠ 0`. -/
def centre (a b : ℝ) (A B : E) : E := (a + b)⁻¹ • (a • A + b • B)
```

Each electron contributes a Gaussian product factor, K_AB or K_CD.

```lean
/-- The Gaussian product prefactor `exp(-ab|A - B|²/(a + b))`, for `a + b ≠ 0`. -/
def pairFactor (a b : ℝ) (A B : E) : ℝ := Real.exp (-(a * b / (a + b)) * ‖A - B‖ ^ 2)
```

The distance between the charge clouds enters through T = pq|P−Q|²/(p+q).

```lean
/-- The argument `pq|P - Q|²/(p + q)` with `p = a + b` and `q = c + d`,
for `p`, `q` and `p + q` nonzero. -/
def boysArg (a b c d : ℝ) (A B C D : E) : ℝ :=
  (a + b) * (c + d) / (a + b + (c + d)) * ‖centre a b A B - centre c d C D‖ ^ 2
```

For Coulomb repulsion, G(x) = 2π^(5/2)/(pq√(p+q)) · ∫₀¹ exp(−xt²) dt, a multiple of the Boys function. Only its smoothness is used, so G stays general, with G_m = (−1)^m G^(m).

```lean
/-- The auxiliary function `G_m = (-1)^m G^(m)` of a kernel function `G`. -/
def auxG (G : ℝ → ℝ) (m : ℕ) (x : ℝ) : ℝ := (-1) ^ m * iteratedDeriv m G x
```

Let S_m = K_AB K_CD G_m(T), usually written (ss|ss)^(m). That S_0 is the Coulomb integral, with centre derivatives allowed inside it, is taken from integral theory and not derived here.

```lean
/-- The auxiliary integral `(ss|ss)` of order `m`: both pair prefactors times `G_m`,
for `a + b`, `c + d` and `a + b + c + d` nonzero. -/
def ssss (G : ℝ → ℝ) (m : ℕ) (a b c d : ℝ) (A B C D : E) : ℝ :=
  pairFactor a b A B * pairFactor c d C D * auxG G m (boysArg a b c d A B C D)
```

Below, ∂_A is the derivative at t = 0 when A becomes A+tu, and ∂_C the one at s = 0 when C becomes C+sv. `HasDerivAt … 0` says that this derivative exists and has the stated value.

## (a) Displacement of the weighted centre

Show that P − A = (b/p)(B−A).

**Solution.** P − A = (aA+bB−(a+b)A)/p = b(B−A)/p. With weights p, q the same identity reads W − P = (q/(p+q))(Q−P).

```lean
/-- The weighted centre is displaced from `A` by the fraction `b/(a + b)` of `B - A`,
if `a + b ≠ 0`. -/
theorem centre_sub_left {a b : ℝ} (h : a + b ≠ 0) (A B : E) :
    centre a b A B - A = (b / (a + b)) • (B - A) := by
  have h1 : (a + b)⁻¹ * (a + b) = 1 := inv_mul_cancel₀ h
  unfold centre
  linear_combination (norm := module) h1 • A
```

## (b) Derivative of a squared length

Show that |X+tu|² has derivative 2⟨X,u⟩ at t = 0.

**Solution.** Expand to |X|² + 2t⟨X,u⟩ + t²|u|²; the last term has zero slope at t = 0. The code differentiates the same expansion.

```lean
/-- The squared length of `X + tu` has derivative `2⟨X, u⟩` at `t = 0`. -/
theorem hasDerivAt_shift_sq (X u : E) :
    HasDerivAt (fun t : ℝ => ‖X + t • u‖ ^ 2) (2 * ⟪X, u⟫_ℝ) 0 := by
  have e : (fun t : ℝ => ‖X + t • u‖ ^ 2)
      = fun t : ℝ => (‖X‖ ^ 2 + t * (2 * ⟪X, u⟫_ℝ)) + t ^ 2 * ‖u‖ ^ 2 := by
    funext t
    rw [norm_add_sq_real, inner_smul_right, norm_smul, mul_pow, Real.norm_eq_abs, sq_abs]
    ring
  rw [e]
  have h := (((hasDerivAt_id' (0 : ℝ)).mul_const (2 * ⟪X, u⟫_ℝ)).const_add (‖X‖ ^ 2)).fun_add
    (((hasDerivAt_id' (0 : ℝ)).fun_pow 2).mul_const (‖u‖ ^ 2))
  exact h.congr_deriv (by simp)
```

## (c) Derivative of the product factor

Show that ∂_A K_AB = 2a⟨P−A,u⟩ K_AB.

**Solution.** By the chain rule and (b), then (a),

∂_A K_AB = −(2ab/p)⟨A−B,u⟩ K_AB = 2a⟨P−A,u⟩ K_AB.

```lean
/-- Moving `A` along `u` changes the pair prefactor at the rate `2a⟨P - A, u⟩` times itself,
if `a + b ≠ 0`. -/
theorem hasDerivAt_pairFactor {a b : ℝ} (h : a + b ≠ 0) (A B u : E) :
    HasDerivAt (fun t : ℝ => pairFactor a b (A + t • u) B)
      (2 * a * ⟪centre a b A B - A, u⟫_ℝ * pairFactor a b A B) 0 := by
  have e : ∀ t : ℝ, A + t • u - B = (A - B) + t • u := fun t => by abel
  have h1 := ((hasDerivAt_shift_sq (A - B) u).const_mul (-(a * b / (a + b)))).exp
  unfold pairFactor
  simp only [e]
  refine h1.congr_deriv ?_
  rw [centre_sub_left h, real_inner_smul_left, zero_smul, add_zero, ← neg_sub A B,
    inner_neg_left]
  ring
```

## (d) Derivative of the argument

Show that ∂_A T = −2a⟨W−P,u⟩.

**Solution.** P moves by t(a/p)u and Q stays fixed, so

∂_A T = (pq/(p+q)) · 2(a/p)⟨P−Q,u⟩ = (2aq/(p+q))⟨P−Q,u⟩ = −2a⟨W−P,u⟩.

```lean
/-- Moving `A` along `u` changes the argument `pq|P - Q|²/(p + q)` at the rate
`-2a⟨W - P, u⟩`, if `p` and `p + q` are nonzero. -/
theorem hasDerivAt_boysArg {a b c d : ℝ} (hp : a + b ≠ 0) (hN : a + b + (c + d) ≠ 0)
    (A B C D u : E) :
    HasDerivAt (fun t : ℝ => boysArg a b c d (A + t • u) B C D)
      (-(2 * a * ⟪centre (a + b) (c + d) (centre a b A B) (centre c d C D)
        - centre a b A B, u⟫_ℝ)) 0 := by
  have h1 : (a + b)⁻¹ * (a + b) = 1 := inv_mul_cancel₀ hp
  have e : ∀ t : ℝ, centre a b (A + t • u) B - centre c d C D
      = (centre a b A B - centre c d C D) + t • ((a / (a + b)) • u) := fun t => by
    unfold centre
    module
  have h2 := (hasDerivAt_shift_sq (centre a b A B - centre c d C D)
    ((a / (a + b)) • u)).const_mul ((a + b) * (c + d) / (a + b + (c + d)))
  unfold boysArg
  simp only [e]
  refine h2.congr_deriv ?_
  rw [centre_sub_left hN, real_inner_smul_left, inner_smul_right,
    ← neg_sub (centre a b A B) (centre c d C D), inner_neg_left]
  linear_combination (2 * a * (c + d) / (a + b + (c + d))
    * ⟪centre a b A B - centre c d C D, u⟫_ℝ) * h1
```

## (e) Raising the auxiliary order

Show that G_m′ = −G_(m+1).

**Solution.** G_m′ = (−1)^m G^(m+1) = −(−1)^(m+1) G^(m+1).

```lean
/-- For smooth `G`, differentiation raises the auxiliary order: `G_m' = -G_(m+1)`. -/
theorem hasDerivAt_auxG {G : ℝ → ℝ} (hG : ContDiff ℝ ∞ G) (m : ℕ) (x : ℝ) :
    HasDerivAt (auxG G m) (-(auxG G (m + 1) x)) x := by
  have hd : Differentiable ℝ (iteratedDeriv m G) := by
    rw [iteratedDeriv_eq_iterate]
    exact (hG.iterate_deriv m).differentiable (by simp)
  refine ((hd x).hasDerivAt.const_mul ((-1 : ℝ) ^ m)).congr_deriv ?_
  unfold auxG
  rw [iteratedDeriv_succ, pow_succ]
  ring
```

## (f) One p function

Show that

∂_A S_m = 2a(⟨P−A,u⟩ S_m + ⟨W−P,u⟩ S_(m+1)).

**Solution.** K_CD is constant. By (c), differentiating K_AB gives the first term. By (d) and (e), ∂_A G_m(T) = 2a⟨W−P,u⟩ G_(m+1)(T), which gives the second.

```lean
/-- The `(ps|ss)` formula: for smooth `G` and positive exponents, the derivative of `(ss|ss)`
of order `m` as `A` moves along `u` combines the orders `m` and `m + 1`. -/
theorem hasDerivAt_bra {G : ℝ → ℝ} (hG : ContDiff ℝ ∞ G) {a b c d : ℝ}
    (ha : 0 < a) (hb : 0 < b) (hc : 0 < c) (hd : 0 < d) (m : ℕ) (A B C D u : E) :
    HasDerivAt (fun t : ℝ => ssss G m a b c d (A + t • u) B C D)
      (2 * a * (⟪centre a b A B - A, u⟫_ℝ * ssss G m a b c d A B C D
        + ⟪centre (a + b) (c + d) (centre a b A B) (centre c d C D) - centre a b A B, u⟫_ℝ
          * ssss G (m + 1) a b c d A B C D)) 0 := by
  have hp : a + b ≠ 0 := by positivity
  have hN : a + b + (c + d) ≠ 0 := by positivity
  have h := ((hasDerivAt_pairFactor hp A B u).mul_const (pairFactor c d C D)).fun_mul
    ((hasDerivAt_auxG hG m _).comp (0 : ℝ) (hasDerivAt_boysArg hp hN A B C D u))
  refine h.congr_deriv ?_
  simp only [Function.comp_apply, zero_smul, add_zero]
  unfold ssss
  ring
```

## (g) Exchange of the electrons

Show that S_m is unchanged under (a,b,A,B) ↔ (c,d,C,D).

**Solution.** The product factors trade places, and T is symmetric in (p,P) and (q,Q).

```lean
/-- The auxiliary integral is unchanged when the two electrons are exchanged. -/
theorem ssss_swap (G : ℝ → ℝ) (m : ℕ) (a b c d : ℝ) (A B C D : E) :
    ssss G m a b c d A B C D = ssss G m c d a b C D A B := by
  have e : boysArg a b c d A B C D = boysArg c d a b C D A B := by
    unfold boysArg
    rw [norm_sub_rev, add_comm (a + b) (c + d), mul_comm (a + b) (c + d)]
  unfold ssss
  rw [e, mul_comm (pairFactor a b A B)]
```

## (h) One p function on each electron

Show that

∂_C ∂_A S_m/(4ac) = ⟨P−A,u⟩⟨Q−C,v⟩ S_m
 + [⟨W−P,u⟩⟨Q−C,v⟩ + ⟨P−A,u⟩⟨W−Q,v⟩ + ⟨u,v⟩/(2(p+q))] S_(m+1)
 + ⟨W−P,u⟩⟨W−Q,v⟩ S_(m+2).

**Solution.** Part (f) holds for every position of C, so the inner derivative can be replaced by its formula (`inside`). By (f) and (g), for each order k (`ket`),

∂_C S_k = 2c(⟨Q−C,v⟩ S_k + ⟨W−Q,v⟩ S_(k+1)).

P − A is fixed, but Q moves by s(c/q)v and hence W by s(c/(p+q))v, so (`move`)

∂_C⟨W−P,u⟩ = c⟨u,v⟩/(p+q).

The product rule, divided by 2c, gives

⟨P−A,u⟩(⟨Q−C,v⟩ S_m + ⟨W−Q,v⟩ S_(m+1))
 + ⟨u,v⟩/(2(p+q)) S_(m+1)
 + ⟨W−P,u⟩(⟨Q−C,v⟩ S_(m+1) + ⟨W−Q,v⟩ S_(m+2)).

Collecting orders gives the target.

```lean
/-- The Obara-Saika formula for `(ps|ps)`: for smooth `G` and positive exponents,
differentiating `(ss|ss)` of order `m` along `u` in `A` and along `v` in `C`, and dividing
by `4ac`, gives a combination of the orders `m`, `m + 1` and `m + 2`. -/
theorem obaraSaika_psps {G : ℝ → ℝ} (hG : ContDiff ℝ ∞ G) {a b c d : ℝ}
    (ha : 0 < a) (hb : 0 < b) (hc : 0 < c) (hd : 0 < d) (m : ℕ) (A B C D P Q W u v : E)
    (hP : P = centre a b A B) (hQ : Q = centre c d C D)
    (hW : W = centre (a + b) (c + d) P Q) :
    HasDerivAt
      (fun s : ℝ =>
        deriv (fun t : ℝ => ssss G m a b c d (A + t • u) B (C + s • v) D) 0 / (4 * a * c))
      (⟪P - A, u⟫_ℝ * ⟪Q - C, v⟫_ℝ * ssss G m a b c d A B C D
        + (⟪W - P, u⟫_ℝ * ⟪Q - C, v⟫_ℝ + ⟪P - A, u⟫_ℝ * ⟪W - Q, v⟫_ℝ
            + ⟪u, v⟫_ℝ / (2 * (a + b + (c + d)))) * ssss G (m + 1) a b c d A B C D
        + ⟪W - P, u⟫_ℝ * ⟪W - Q, v⟫_ℝ * ssss G (m + 2) a b c d A B C D) 0 := by
  -- the derivative in `C` follows from the one in `A` by exchanging the electrons
  have ket : ∀ k : ℕ, HasDerivAt (fun s : ℝ => ssss G k a b c d A B (C + s • v) D)
      (2 * c * (⟪Q - C, v⟫_ℝ * ssss G k a b c d A B C D
        + ⟪W - Q, v⟫_ℝ * ssss G (k + 1) a b c d A B C D)) 0 := fun k => by
    have e : (fun s : ℝ => ssss G k a b c d A B (C + s • v) D)
        = fun s : ℝ => ssss G k c d a b (C + s • v) D A B :=
      funext fun s => ssss_swap G k a b c d A B (C + s • v) D
    have eW : W = centre (c + d) (a + b) Q P := by
      rw [hW]
      unfold centre
      rw [add_comm (a + b) (c + d), add_comm ((a + b) • P)]
    rw [e, ssss_swap G k a b c d A B C D, ssss_swap G (k + 1) a b c d A B C D, eW, hQ, hP]
    exact hasDerivAt_bra hG hc hd ha hb k C D A B v
  -- `W` itself moves with `C`, which couples the two directions
  have hq : (c + d)⁻¹ * (c + d) = 1 := inv_mul_cancel₀ (by positivity)
  have move : HasDerivAt
      (fun s : ℝ => ⟪centre (a + b) (c + d) P (centre c d (C + s • v) D) - P, u⟫_ℝ)
      (c / (a + b + (c + d)) * ⟪v, u⟫_ℝ) 0 := by
    have e : ∀ s : ℝ, centre (a + b) (c + d) P (centre c d (C + s • v) D) - P
        = (W - P) + (s * (c / (a + b + (c + d)))) • v := fun s => by
      rw [hW, hQ]
      unfold centre
      linear_combination (norm := module) ((s * c / (a + b + (c + d))) * hq) • v
    simp only [e, inner_add_left, real_inner_smul_left, mul_assoc]
    exact (((hasDerivAt_id' (0 : ℝ)).mul_const
      (c / (a + b + (c + d)) * ⟪v, u⟫_ℝ)).const_add ⟪W - P, u⟫_ℝ).congr_deriv (one_mul _)
  -- insert the `(ps|ss)` formula and apply the product rule
  have inside : ∀ s : ℝ,
      deriv (fun t : ℝ => ssss G m a b c d (A + t • u) B (C + s • v) D) 0
      = 2 * a * (⟪P - A, u⟫_ℝ * ssss G m a b c d A B (C + s • v) D
        + ⟪centre (a + b) (c + d) P (centre c d (C + s • v) D) - P, u⟫_ℝ
          * ssss G (m + 1) a b c d A B (C + s • v) D) := fun s => by
    rw [hP]
    exact (hasDerivAt_bra hG ha hb hc hd m A B (C + s • v) D u).deriv
  simp only [inside]
  have h := ((((ket m).const_mul ⟪P - A, u⟫_ℝ).fun_add
    (move.fun_mul (ket (m + 1)))).const_mul (2 * a)).div_const (4 * a * c)
  refine h.congr_deriv ?_
  have h2 : ⟪u, v⟫_ℝ / (2 * (a + b + (c + d))) = ⟪v, u⟫_ℝ / (a + b + (c + d)) / 2 := by
    rw [real_inner_comm, div_div, mul_comm (2 : ℝ)]
  simp only [zero_smul, add_zero]
  rw [h2, ← hQ, ← hW, div_eq_iff (by positivity)]
  ring
```

In a Hartree–Fock calculation, this formula can supply the (ps|ps) integrals over primitive, unnormalised Gaussians. For each set of four primitives, the program evaluates S_0, S_1 and S_2 once and combines them into nine integrals, with u and v running over x, y, z. Normalisation and contraction coefficients then multiply the results before they are summed.

## (i) Four coincident centres

Show that if B = C = D = A, the result of (h) is ⟨u,v⟩ G_(m+1)(0)/(2(p+q)).

**Solution.** Now P = Q = W = A, so every displacement vanishes, T = 0 and K_AB = K_CD = 1. Only the ⟨u,v⟩ term survives; perpendicular p functions give zero.

```lean
/-- With all four centres coincident, smooth `G` and positive exponents, the `(ps|ps)`
integral of order `m` is `⟨u, v⟩ G_(m+1)(0)/(2(p + q))`. -/
theorem psps_one_centre {G : ℝ → ℝ} (hG : ContDiff ℝ ∞ G) {a b c d : ℝ}
    (ha : 0 < a) (hb : 0 < b) (hc : 0 < c) (hd : 0 < d) (m : ℕ) (A u v : E) :
    HasDerivAt
      (fun s : ℝ =>
        deriv (fun t : ℝ => ssss G m a b c d (A + t • u) A (A + s • v) A) 0 / (4 * a * c))
      (⟪u, v⟫_ℝ / (2 * (a + b + (c + d))) * auxG G (m + 1) 0) 0 := by
  have hA : ∀ x y : ℝ, 0 < x → 0 < y → centre x y A A = A := fun x y hx hy =>
    sub_eq_zero.1 (by rw [centre_sub_left (by positivity), sub_self, smul_zero])
  have h := obaraSaika_psps hG ha hb hc hd m A A A A A A A u v (hA a b ha hb).symm
    (hA c d hc hd).symm (hA (a + b) (c + d) (by positivity) (by positivity)).symm
  refine h.congr_deriv ?_
  simp [ssss, pairFactor, boysArg, hA a b ha hb, hA c d hc hd]

end

end ObaraSaikaPSPS
```

```lean
#print axioms ObaraSaikaPSPS.obaraSaika_psps
#print axioms ObaraSaikaPSPS.psps_one_centre
```

```
'ObaraSaikaPSPS.obaraSaika_psps' depends on axioms: [propext, Classical.choice, Quot.sound]
'ObaraSaikaPSPS.psps_one_centre' depends on axioms: [propext, Classical.choice, Quot.sound]
```
